# Truncating the alternating ion chain: error 1/N for the direct sum, 1/(2N²) for the Evjen sum

Q: When I sum the Coulomb interaction of one ion with the rest of an alternating chain of unit charges, I stop after $N$ ion pairs and halve the outermost pair. For an error of $10^{-4}$ I then take about 70 pairs instead of 10,000. What supports those numbers?

A: Two limits. A pair here means the two like ions at equal distance on either side of the chosen ion. With unit spacing, and energy $1/r$ for two unit charges at distance $r$, that ion's interaction with the rest of the infinite chain, with attraction counted positive, is $2\ln 2$. Let $A_N=2\sum_{n=1}^N(-1)^{n+1}/n$, and let $B_N$, the Evjen sum, be the same sum with its last term halved. Then $N|A_N-2\ln2|\to1$ and $N^2|B_N-2\ln2|\to\tfrac12$.

Q: Does the Lean file sum over ions, or does it start from a convenient closed form?

A: It sums over ions. `directSum N` is $A_N$, and $N$ counts pairs at distances $1,\dots,N$.

```lean
import Mathlib

open Filter Topology

namespace AlternatingChainTruncation

noncomputable section

/-- Direct lattice sum of the alternating unit-charge chain over the ion pairs at
distances `1, ..., N`. -/
def directSum (N : ℕ) : ℝ := 2 * ∑ n ∈ Finset.Icc 1 N, (-1 : ℝ) ^ (n + 1) / (n : ℝ)
```

`weightedSum w N`, written $T_N(w)$ below, keeps the pairs at $1,\dots,N-1$ whole (`Finset.Ico` excludes its upper end) and gives the pair at $N$ a real weight $w$. Thus $B_N$ is `weightedSum (1 / 2) N`.

```lean
/-- Lattice sum in which the outermost ion pair, at distance `N ≥ 1`, has weight `w` and all
nearer pairs have full weight. The Evjen sum is the case `w = 1/2`. -/
def weightedSum (w : ℝ) (N : ℕ) : ℝ :=
  2 * (∑ n ∈ Finset.Ico 1 N, (-1 : ℝ) ^ (n + 1) / (n : ℝ) + w * ((-1 : ℝ) ^ (N + 1) / (N : ℝ)))
```

Q: Why should halving help, physically?

A: Take the central ion's charge as $+1$. For $N\ge1$ the truncated cluster, central ion included, then has net charge $(-1)^N(2w-1)$. Half weight makes it neutral.

Q: And where does the error come from?

A: For the direct sum it is, up to sign, twice the integral $J_N=\int_0^1 x^N/(1+x)\,dx$, called `remainder N`. The integrand is continuous, hence integrable.

```lean
/-- The remainder integral of `x ^ N / (1 + x)` over the unit interval. -/
def remainder (N : ℕ) : ℝ := ∫ x in (0 : ℝ)..1, x ^ N / (1 + x)

/-- The integrand of the remainder is integrable on the unit interval. -/
theorem remainder_integrable (N : ℕ) :
    IntervalIntegrable (fun x : ℝ => x ^ N / (1 + x)) MeasureTheory.volume 0 1 := by
  apply ContinuousOn.intervalIntegrable
  rw [Set.uIcc_of_le (by norm_num : (0 : ℝ) ≤ 1)]
  refine ContinuousOn.div (by fun_prop) (by fun_prop) ?_
  intro x hx
  exact (by linarith [hx.1] : (0 : ℝ) < 1 + x).ne'
```

Since $(x^N+x^{N+1})/(1+x)=x^N$, integration gives $J_N+J_{N+1}=1/(N+1)$. The Lean `calc` block takes the same steps.

```lean
/-- Two successive remainders add up to `1 / (N + 1)`. -/
theorem remainder_add_succ (N : ℕ) :
    remainder N + remainder (N + 1) = 1 / ((N : ℝ) + 1) := by
  calc remainder N + remainder (N + 1)
      = ∫ x in (0 : ℝ)..1, (x ^ N / (1 + x) + x ^ (N + 1) / (1 + x)) :=
        (intervalIntegral.integral_add (remainder_integrable N)
          (remainder_integrable (N + 1))).symm
    _ = ∫ x in (0 : ℝ)..1, x ^ N := by
        apply intervalIntegral.integral_congr
        intro x hx
        rw [Set.uIcc_of_le (by norm_num : (0 : ℝ) ≤ 1)] at hx
        have hne : 1 + x ≠ 0 := (by linarith [hx.1] : (0 : ℝ) < 1 + x).ne'
        change x ^ N / (1 + x) + x ^ (N + 1) / (1 + x) = x ^ N
        rw [← add_div, div_eq_iff hne]
        ring
    _ = 1 / ((N : ℝ) + 1) := by
        rw [integral_pow]
        simp
```

Also $J_0=\ln2$ and $A_0=0$, so $A_N-2\ln2=-2(-1)^NJ_N$ holds at $N=0$. Adding the next term, $2(-1)^N/(N+1)=2(-1)^N(J_N+J_{N+1})$, turns the error into $2(-1)^NJ_{N+1}$, which is the formula at $N+1$. In the induction, `linear_combination` does this cancellation.

```lean
/-- The truncation error of the direct sum is exactly twice the remainder integral, with a
sign that alternates with `N`. -/
theorem directSum_error (N : ℕ) :
    directSum N - 2 * Real.log 2 = -2 * (-1) ^ N * remainder N := by
  induction N with
  | zero =>
    -- the remainder at `N = 0` is the integral of `1 / (1 + x)`, that is `log 2`
    have h : ∀ x ∈ Set.uIcc (0 : ℝ) 1,
        HasDerivAt (fun y : ℝ => Real.log (1 + y)) (x ^ 0 / (1 + x)) x := by
      intro x hx
      rw [Set.uIcc_of_le (by norm_num : (0 : ℝ) ≤ 1)] at hx
      have hne : 1 + x ≠ 0 := (by linarith [hx.1] : (0 : ℝ) < 1 + x).ne'
      simpa using ((hasDerivAt_id' x).const_add 1).log hne
    have h0 : remainder 0 = Real.log 2 := by
      rw [remainder, intervalIntegral.integral_eq_sub_of_hasDerivAt h (remainder_integrable 0)]
      norm_num
    simp [directSum, h0]
  | succ N ih =>
    have hs : directSum (N + 1) = directSum N + 2 * ((-1) ^ N / ((N : ℝ) + 1)) := by
      unfold directSum
      rw [Finset.sum_Icc_succ_top (Nat.le_add_left 1 N)]
      push_cast
      ring
    rw [hs]
    linear_combination ih - 2 * (-1) ^ N * remainder_add_succ N
```

Q: That is exact, but I need the size of $J_N$ to second order.

A: For $N\ge1$ put
$$d_N=\frac1N-\frac1{2N^2}-2J_N,\qquad \varepsilon_N=\frac1{2N^2(N+1)^2}.$$
With $a=1/N$ and $b=1/(N+1)$ we have $a-b=ab$, so
$$d_N+d_{N+1}=a-b-\tfrac12(a^2+b^2)=-\tfrac12(a-b)^2=-\varepsilon_N.$$
Hence $d_{N+2}-d_N=\varepsilon_N-\varepsilon_{N+1}\ge0$. Because $0\le J_N\le1/(N+1)$, $d_N\to0$. A sequence that rises to zero in steps of two is never positive, so $d_N\le0$. Then $d_N=-\varepsilon_N-d_{N+1}\ge-\varepsilon_N$.

In Lean, `pair` is the sum rule, `step` the increase and `neg` the sign; `linarith` combines them into the two bounds.

```lean
/-- For `N ≥ 1`, twice the remainder equals `1/N - 1/(2N²)` up to a non-negative excess of at
most `1/(2N²(N+1)²)`. -/
theorem remainder_bounds {N : ℕ} (hN : 1 ≤ N) :
    1 / (N : ℝ) - 1 / (2 * (N : ℝ) ^ 2) ≤ 2 * remainder N ∧
    2 * remainder N ≤
      1 / (N : ℝ) - 1 / (2 * (N : ℝ) ^ 2) + 1 / (2 * ((N : ℝ) * (N + 1)) ^ 2) := by
  have hpos : ∀ n, 0 ≤ remainder n := fun n =>
    intervalIntegral.integral_nonneg (by norm_num : (0 : ℝ) ≤ 1)
      fun x hx => div_nonneg (pow_nonneg hx.1 n) (by linarith [hx.1])
  have tJ : Tendsto remainder atTop (𝓝 0) :=
    squeeze_zero hpos (fun n => by linarith [remainder_add_succ n, hpos (n + 1)])
      tendsto_one_div_add_atTop_nhds_zero_nat
  have t1 : Tendsto (fun n : ℕ => 1 / (n : ℝ)) atTop (𝓝 0) :=
    tendsto_one_div_atTop_nhds_zero_nat
  obtain ⟨d, hd⟩ : ∃ d : ℕ → ℝ, ∀ n : ℕ,
      d n = 1 / (n : ℝ) - 1 / (2 * (n : ℝ) ^ 2) - 2 * remainder n := ⟨_, fun _ => rfl⟩
  have hlim : Tendsto d atTop (𝓝 0) := by
    have h := (t1.sub ((t1.pow 2).const_mul (1 / 2))).sub (tJ.const_mul 2)
    have h0 : (0 : ℝ) - 1 / 2 * 0 ^ 2 - 2 * 0 = 0 := by norm_num
    rw [h0] at h
    have e : d = fun n : ℕ => 1 / (n : ℝ) - 1 / 2 * (1 / (n : ℝ)) ^ 2 - 2 * remainder n := by
      funext n
      rw [hd]
      ring
    rw [e]
    exact h
  -- neighbouring deviations nearly cancel
  have pair : ∀ n : ℕ, 1 ≤ n → d n + d (n + 1) = -(1 / (2 * ((n : ℝ) * (n + 1)) ^ 2)) := by
    intro n hn
    have hn0 : (n : ℝ) ≠ 0 := by exact_mod_cast (by omega : n ≠ 0)
    have hn1 : (n : ℝ) + 1 ≠ 0 := by positivity
    have alg : 1 / (n : ℝ) - 1 / (2 * (n : ℝ) ^ 2)
        + (1 / ((n : ℝ) + 1) - 1 / (2 * ((n : ℝ) + 1) ^ 2)) - 2 * (1 / ((n : ℝ) + 1))
        = -(1 / (2 * ((n : ℝ) * (n + 1)) ^ 2)) := by
      field_simp
      ring
    rw [hd, hd, Nat.cast_add, Nat.cast_one]
    linear_combination alg - 2 * remainder_add_succ n
  have step : ∀ n : ℕ, 1 ≤ n → d n ≤ d (n + 1 + 1) := by
    intro n hn
    have hn0 : (0 : ℝ) < n := by exact_mod_cast hn
    have p1 : d (n + 1) + d (n + 1 + 1)
        = -(1 / (2 * (((n : ℝ) + 1) * ((n : ℝ) + 1 + 1)) ^ 2)) := by
      simpa only [Nat.cast_add, Nat.cast_one] using pair (n + 1) (by omega)
    have hm : (n : ℝ) * (n + 1) ≤ ((n : ℝ) + 1) * ((n : ℝ) + 1 + 1) := by nlinarith
    have hle := one_div_le_one_div_of_le
      (by positivity : (0 : ℝ) < 2 * ((n : ℝ) * (n + 1)) ^ 2)
      (mul_le_mul_of_nonneg_left (pow_le_pow_left₀ (by positivity) hm 2)
        (by norm_num : (0 : ℝ) ≤ 2))
    linarith [pair n hn]
  -- in steps of two the deviation increases to zero, so it is never positive
  have neg : ∀ n : ℕ, 1 ≤ n → d n ≤ 0 := by
    intro n hn
    have mono : Monotone (fun k : ℕ => d (n + 2 * k)) := by
      apply monotone_nat_of_le_succ
      intro k
      change d (n + 2 * k) ≤ d (n + 2 * (k + 1))
      rw [show n + 2 * (k + 1) = n + 2 * k + 1 + 1 by ring]
      exact step _ (by omega)
    have hs : Tendsto (fun k : ℕ => n + 2 * k) atTop atTop :=
      tendsto_atTop_atTop.2 fun b => ⟨b, fun k hk => by
        change b ≤ n + 2 * k
        omega⟩
    simpa using mono.ge_of_tendsto (hlim.comp hs) 0
  have h1 := neg N hN
  have h2 := neg (N + 1) (by omega)
  have h3 := pair N hN
  have h4 := hd N
  constructor <;> linarith
```

Q: Now put the weight back.

A: Changing the last weight from 1 to $w$ adds $2(1-w)(-1)^N/N$ to $A_N$. Therefore
$$(-1)^N\bigl(T_N(w)-2\ln2\bigr)=\frac{2(1-w)}N-2J_N=\frac{1-2w}N+\frac1{2N^2}+d_N.$$
The next two theorems establish the first equality.

```lean
/-- For `N ≥ 1`, reweighting the outermost pair changes the direct sum by a boundary term
proportional to `1 - w`. -/
theorem weightedSum_eq (w : ℝ) {N : ℕ} (hN : 1 ≤ N) :
    weightedSum w N = directSum N + 2 * (1 - w) * (-1) ^ N / (N : ℝ) := by
  obtain ⟨M, rfl⟩ : ∃ M, N = M + 1 := ⟨N - 1, by omega⟩
  have hI : Finset.Ico 1 (M + 1) = Finset.Icc 1 M := by
    ext x
    simp only [Finset.mem_Ico, Finset.mem_Icc]
    omega
  unfold weightedSum directSum
  rw [hI, Finset.sum_Icc_succ_top (Nat.le_add_left 1 M)]
  push_cast
  ring

/-- For `N ≥ 1`, the error of the weighted sum, freed of its alternating sign, is the boundary
term `2(1 - w)/N` minus twice the remainder. -/
theorem weightedSum_error (w : ℝ) {N : ℕ} (hN : 1 ≤ N) :
    (-1) ^ N * (weightedSum w N - 2 * Real.log 2)
      = 2 * (1 - w) / (N : ℝ) - 2 * remainder N := by
  have hs : (-1 : ℝ) ^ N * (-1) ^ N = 1 := by
    rw [← mul_pow]
    norm_num
  rw [weightedSum_eq w hN]
  linear_combination (-1) ^ N * directSum_error N
    + (2 * (1 - w) / (N : ℝ) - 2 * remainder N) * hs
```

At $w=\tfrac12$ the $1/N$ term vanishes. Multiplied by $(-1)^N N^2$, the error lies between $\tfrac12-\tfrac1{2(N+1)^2}$ and $\tfrac12$, and Lean squeezes it.

```lean
/-- The error of the Evjen sum, freed of its alternating sign and multiplied by `N²`, tends
to `1/2`. -/
theorem evjen_signed_limit :
    Tendsto (fun N : ℕ => (N : ℝ) ^ 2 * ((-1) ^ N * (weightedSum (1 / 2) N - 2 * Real.log 2)))
      atTop (𝓝 (1 / 2)) := by
  have t : Tendsto (fun n : ℕ => 1 / ((n : ℝ) + 1)) atTop (𝓝 0) :=
    tendsto_one_div_add_atTop_nhds_zero_nat
  have hg := ((t.pow 2).const_mul (1 / 2)).const_sub (1 / 2)
  rw [show (1 / 2 : ℝ) - 1 / 2 * 0 ^ 2 = 1 / 2 by norm_num] at hg
  have key : ∀ N : ℕ, 1 ≤ N →
      1 / 2 - 1 / 2 * (1 / ((N : ℝ) + 1)) ^ 2
        ≤ (N : ℝ) ^ 2 * ((-1) ^ N * (weightedSum (1 / 2) N - 2 * Real.log 2)) ∧
      (N : ℝ) ^ 2 * ((-1) ^ N * (weightedSum (1 / 2) N - 2 * Real.log 2)) ≤ 1 / 2 := by
    intro N hN
    have h0 : (N : ℝ) ≠ 0 := by exact_mod_cast (by omega : N ≠ 0)
    have h1 : (N : ℝ) + 1 ≠ 0 := by positivity
    have hb := remainder_bounds hN
    have lo := mul_le_mul_of_nonneg_left hb.1 (sq_nonneg (N : ℝ))
    have up := mul_le_mul_of_nonneg_left hb.2 (sq_nonneg (N : ℝ))
    have eL : (N : ℝ) ^ 2 * (1 / (N : ℝ) - 1 / (2 * (N : ℝ) ^ 2)) = N - 1 / 2 := by
      field_simp
    have eU : (N : ℝ) ^ 2 * (1 / (2 * ((N : ℝ) * (N + 1)) ^ 2))
        = 1 / 2 * (1 / ((N : ℝ) + 1)) ^ 2 := by
      field_simp
    have e0 : (N : ℝ) ^ 2 * (2 * (1 - 1 / 2) / (N : ℝ) - 2 * remainder N)
        = N - (N : ℝ) ^ 2 * (2 * remainder N) := by
      field_simp
      ring
    rw [mul_add, eL, eU] at up
    rw [eL] at lo
    rw [weightedSum_error (1 / 2) hN, e0]
    constructor <;> linarith
  refine tendsto_of_tendsto_of_tendsto_of_le_of_le' hg tendsto_const_nhds ?_ ?_
  · filter_upwards [eventually_ge_atTop 1] with N hN using (key N hN).1
  · filter_upwards [eventually_ge_atTop 1] with N hN using (key N hN).2
```

For general $w$, the error multiplied by $(-1)^N N$ is that Evjen expression divided by $N$, plus $1-2w$. Its absolute value tends to $|1-2w|$, the size of the cluster's net charge.

```lean
/-- With weight `w` on the outermost pair, `N` times the absolute truncation error tends to
`|1 - 2w|`. -/
theorem weighted_limit (w : ℝ) :
    Tendsto (fun N : ℕ => (N : ℝ) * |weightedSum w N - 2 * Real.log 2|)
      atTop (𝓝 |1 - 2 * w|) := by
  have t1 : Tendsto (fun n : ℕ => 1 / (n : ℝ)) atTop (𝓝 0) :=
    tendsto_one_div_atTop_nhds_zero_nat
  have h := ((evjen_signed_limit.mul t1).add_const (1 - 2 * w)).abs
  rw [mul_zero, zero_add] at h
  refine h.congr' ?_
  filter_upwards [eventually_ge_atTop 1] with N hN
  have h0 : (N : ℝ) ≠ 0 := by exact_mod_cast (by omega : N ≠ 0)
  have e : (N : ℝ) ^ 2 * ((-1) ^ N * (weightedSum (1 / 2) N - 2 * Real.log 2)) * (1 / (N : ℝ))
      + (1 - 2 * w) = N * ((-1) ^ N * (weightedSum w N - 2 * Real.log 2)) := by
    rw [weightedSum_error (1 / 2) hN, weightedSum_error w hN]
    field_simp
    ring
  rw [e]
  simp [abs_mul, abs_pow]
```

Setting $w=1$ gives the direct sum. The Evjen half follows by taking absolute values in the signed limit. In `truncation_orders`, `Tendsto … atTop (𝓝 1)` reads "tends to 1 as $N\to\infty$".

```lean
/-- The absolute error of the direct sum times `N` tends to `1`, and that of the Evjen sum
times `N²` tends to `1/2`. -/
theorem truncation_orders :
    Tendsto (fun N : ℕ => (N : ℝ) * |directSum N - 2 * Real.log 2|) atTop (𝓝 1) ∧
    Tendsto (fun N : ℕ => (N : ℝ) ^ 2 * |weightedSum (1 / 2) N - 2 * Real.log 2|)
      atTop (𝓝 (1 / 2)) := by
  constructor
  · have h := weighted_limit 1
    rw [show |(1 : ℝ) - 2 * 1| = 1 by norm_num] at h
    refine h.congr' ?_
    filter_upwards [eventually_ge_atTop 1] with N hN
    -- full weight on the outermost pair is the direct sum
    have e : weightedSum 1 N = directSum N := by
      rw [weightedSum_eq 1 hN]
      ring
    rw [e]
  · have h := evjen_signed_limit.abs
    rw [abs_of_pos (by norm_num : (0 : ℝ) < 1 / 2)] at h
    refine h.congr fun N => ?_
    simp [abs_mul, abs_pow]
```

Q: A limit promises nothing at my particular $N$.

A: The last theorem does, for every $N\ge1$: subtract $(-1)^N/(2N^2)$ from $B_N$, and the remaining error is $(-1)^Nd_N$, at most $\varepsilon_N$ in size.

```lean
/-- For `N ≥ 1`, subtracting the boundary term `(-1)^N/(2N²)` from the Evjen sum leaves an
error of at most `1/(2N²(N+1)²)`. -/
theorem corrected_evjen_error {N : ℕ} (hN : 1 ≤ N) :
    |weightedSum (1 / 2) N - (-1) ^ N / (2 * (N : ℝ) ^ 2) - 2 * Real.log 2|
      ≤ 1 / (2 * ((N : ℝ) * (N + 1)) ^ 2) := by
  have hs : (-1 : ℝ) ^ N * (-1) ^ N = 1 := by
    rw [← mul_pow]
    norm_num
  have hx : ∀ x : ℝ, |x| = |(-1) ^ N * x| := by
    intro x
    rw [abs_mul, abs_pow, abs_neg, abs_one, one_pow, one_mul]
  have e : (-1) ^ N * (weightedSum (1 / 2) N - (-1) ^ N / (2 * (N : ℝ) ^ 2) - 2 * Real.log 2)
      = 1 / (N : ℝ) - 1 / (2 * (N : ℝ) ^ 2) - 2 * remainder N := by
    linear_combination weightedSum_error (1 / 2) hN - (1 / (2 * (N : ℝ) ^ 2)) * hs
  have hb := remainder_bounds hN
  have hp : (0 : ℝ) ≤ 1 / (2 * ((N : ℝ) * (N + 1)) ^ 2) := by positivity
  rw [hx, e, abs_le]
  constructor <;> linarith [hb.1, hb.2]

end

end AlternatingChainTruncation
```

```lean
#print axioms AlternatingChainTruncation.directSum_error
-- 'AlternatingChainTruncation.directSum_error' depends on axioms: [propext, Classical.choice, Quot.sound]
#print axioms AlternatingChainTruncation.truncation_orders
-- 'AlternatingChainTruncation.truncation_orders' depends on axioms: [propext, Classical.choice, Quot.sound]
#print axioms AlternatingChainTruncation.corrected_evjen_error
-- 'AlternatingChainTruncation.corrected_evjen_error' depends on axioms: [propext, Classical.choice, Quot.sound]
```

Q: Show me ten pairs.

A: The target is $2\ln2\approx1.386294$. The direct sum is $A_{10}\approx1.291270$, off by 0.095. Halving the last pair adds $1/10$, giving $B_{10}\approx1.391270$, off by 0.005. Subtracting $1/200$ gives $1.386270$, off by about $2.5\times10^{-5}$; the bound is $4.1\times10^{-5}$.

Q: Does this carry over to the ion–ion energy in my plane-wave code?

A: That energy is usually an Ewald sum over a three-dimensional cell. This result concerns cutting off the bare $1/r$ sum in real space, which Ewald summation avoids, and only for fixed point charges on a one-dimensional chain. The step to a three-dimensional crystal, where Evjen's scheme gives faces, edges and corners separate weights and the cluster's shape matters, requires its own argument.
